# The uncertainty product of a Gaussian wavefunction, with and without a chirp

In units with $\hbar=1$, take a particle on a line with wavefunction $g(x)=\pi^{-1/4}e^{-x^2/2}$. Its slope is $g'=-x\,g$, so $g'^2=x^2g^2$ at every point. The integral that measures the momentum fluctuations therefore equals the one that measures the position fluctuations, and a single second moment settles both.

The problems below find the two spreads for a Gaussian of any width, and then ask what a phase quadratic in position does to their product. The answers describe a single particle in one dimension, where the real Gaussians are oscillator ground states and Gaussian packets are common initial states for wave-packet propagation.

## The packets and their spreads

Units have $\hbar=1$.

```lean
import Mathlib

open Real MeasureTheory ComplexConjugate

namespace GaussianUncertainty

noncomputable section
```

The Gaussian of width $s$ is
$$g(x)=(2\pi s^2)^{-1/4}e^{-x^2/(4s^2)}.$$
The letter $s$ is the textbook $\sigma$ of the position density, not of the amplitude.

```lean
/-- The real Gaussian wavefunction of width `s`, for `s ≠ 0`. -/
def gaussian (s x : ℝ) : ℝ :=
  (2 * π * s ^ 2) ^ (-(1 / 4) : ℝ) * Real.exp (-(x ^ 2 / (4 * s ^ 2)))
```

The chirped packet has a real parameter $b$, the strength of a quadratic phase:
$$\varphi(x)=g(x)\,e^{-ibx^2/(4s^2)}.$$

```lean
/-- The chirped Gaussian: the Gaussian of width `s ≠ 0` times a quadratic phase of
strength `b`. -/
def packet (s b x : ℝ) : ℂ :=
  (gaussian s x : ℂ) * Complex.exp (((-(b * x ^ 2 / (4 * s ^ 2)) : ℝ) : ℂ) * Complex.I)
```

For a normalised wavefunction $\psi$, the mean position is $\langle x\rangle=\int x|\psi|^2\,dx$.

```lean
/-- The mean position of a normalised wavefunction. -/
def meanX (ψ : ℝ → ℂ) : ℝ := ∫ x, x * ‖ψ x‖ ^ 2
```

The mean momentum is $\langle p\rangle=\int\psi^*(-i\psi')\,dx$. Lean keeps it as a complex number.

```lean
/-- The mean momentum of a normalised wavefunction, with `p = -i d/dx` and `ħ = 1`. -/
def meanP (ψ : ℝ → ℂ) : ℂ := ∫ x, conj (ψ x) * (-Complex.I * deriv ψ x)
```

The position spread $\Delta x$ is the norm of $(x-\langle x\rangle)\psi$.

```lean
/-- The position spread: the norm of `(x - ⟨x⟩) ψ`. -/
def spreadX (ψ : ℝ → ℂ) : ℝ := √(∫ x, (x - meanX ψ) ^ 2 * ‖ψ x‖ ^ 2)
```

The momentum spread $\Delta p$ is the norm of $-i\psi'-\langle p\rangle\psi$.

```lean
/-- The momentum spread: the norm of `(p - ⟨p⟩) ψ`, with `p = -i d/dx` and `ħ = 1`. -/
def spreadP (ψ : ℝ → ℂ) : ℝ :=
  √(∫ x, ‖-Complex.I * deriv ψ x - meanP ψ * ψ x‖ ^ 2)
```

These definitions accept any function from `ℝ` to `ℂ` and do not divide by its norm. Identifying `spreadP` with the standard deviation of the momentum operator is a step left to the reader. It is sound for the smooth, decaying packets used here, but not for a step function, whose slope vanishes away from the jumps.

Parts (a), (d), (f) and (g) assume $s\neq0$. Their Lean statements omit this hypothesis because they also hold at $s=0$, where Lean's conventions make the Gaussian zero everywhere.

## (a) The position density

Show that the density is a normal density of variance $s^2$:
$$g(x)^2=\frac{1}{\sqrt{2\pi s^2}}\,e^{-x^2/(2s^2)}.$$

**Solution.** Squaring turns the power $-1/4$ into $-1/2$ and doubles the exponent $-x^2/(4s^2)$. In the proof, `h1` does the first and `h2` the second.

```lean
/-- For `s ≠ 0` the position density of the Gaussian wavefunction is a normal density with variance
`s ^ 2`. -/
theorem gaussian_sq (s x : ℝ) :
    gaussian s x ^ 2 =
      (√(2 * π * s ^ 2))⁻¹ * Real.exp (-(1 / (2 * s ^ 2)) * x ^ 2) := by
  have h1 : ∀ a : ℝ, 0 ≤ a → (a ^ (-(1 / 4) : ℝ)) ^ 2 = (√a)⁻¹ := by
    intro a ha
    rw [← Real.rpow_natCast, ← Real.rpow_mul ha, Real.sqrt_eq_rpow, ← Real.rpow_neg ha]
    congr 1
    norm_num
  have h2 : Real.exp (-(x ^ 2 / (4 * s ^ 2))) ^ 2
      = Real.exp (-(1 / (2 * s ^ 2)) * x ^ 2) := by
    rw [← Real.exp_nat_mul]
    congr 1
    push_cast
    ring
  rw [gaussian, mul_pow, h1 _ (by positivity), h2]
```

## (b) Normalisation

Show that, for $s>0$,
$$\int g^2\,dx=1.$$

**Solution.** For $a>0$, $\int e^{-ax^2}dx=\sqrt{\pi/a}$. With $a=1/(2s^2)$ this is $\sqrt{2\pi s^2}$, which cancels the prefactor from (a). Mathlib supplies the integral as `integral_gaussian`, and `h` evaluates $\pi/a$.

```lean
/-- For `s > 0` the Gaussian wavefunction is normalised. -/
theorem integral_gaussian_sq {s : ℝ} (hs : 0 < s) : ∫ x, gaussian s x ^ 2 = 1 := by
  have h : π / (1 / (2 * s ^ 2)) = 2 * π * s ^ 2 := by
    field_simp
  simp only [gaussian_sq]
  rw [integral_const_mul, integral_gaussian, h]
  exact inv_mul_cancel₀ (by positivity)
```

## (c) The mean square position

Show that, for $s>0$,
$$\int x^2g^2\,dx=s^2.$$

**Solution.** Differentiate
$$\frac{d}{dx}\left(x e^{-ax^2}\right)=e^{-ax^2}-2a\,x^2e^{-ax^2}.$$
The function $xe^{-ax^2}$ vanishes at both ends, so the right side integrates to zero and
$$\int x^2e^{-ax^2}dx=\frac{1}{2a}\int e^{-ax^2}dx.$$
For $a=1/(2s^2)$ the factor $1/(2a)$ is $s^2$. Multiplying by the prefactor and using (b) gives the result.

The inner statement `key` is this identity. Where the argument above uses boundary values, Lean uses the integrability of both the function and its derivative. The rest of the proof inserts the value of $a$ and the normalisation `hn`.

```lean
/-- For `s > 0` the mean square position in the Gaussian wavefunction is `s ^ 2`. -/
theorem integral_sq_mul_gaussian_sq {s : ℝ} (hs : 0 < s) :
    ∫ x, x ^ 2 * gaussian s x ^ 2 = s ^ 2 := by
  -- For `a > 0`, the integral of `x² exp (-a x²)` is that of `exp (-a x²)` over `2 a`.
  have key : ∀ a : ℝ, 0 < a → ∫ x : ℝ, x ^ 2 * Real.exp (-a * x ^ 2)
      = (∫ x : ℝ, Real.exp (-a * x ^ 2)) / (2 * a) := by
    intro a ha
    have h0 := integrable_exp_neg_mul_sq ha
    have h2 : Integrable (fun x : ℝ => x ^ 2 * Real.exp (-a * x ^ 2)) := by
      simpa only [Real.rpow_two] using
        integrable_rpow_mul_exp_neg_mul_sq ha (s := 2) (by norm_num)
    have hd : ∀ x : ℝ, HasDerivAt (fun y : ℝ => y * Real.exp (-a * y ^ 2))
        (Real.exp (-a * x ^ 2) - 2 * a * (x ^ 2 * Real.exp (-a * x ^ 2))) x := by
      intro x
      have hq : HasDerivAt (fun y : ℝ => y ^ 2) (2 * x) x := by
        simpa using hasDerivAt_pow 2 x
      exact ((hasDerivAt_id' x).fun_mul (hq.const_mul (-a)).exp).congr_deriv (by ring)
    have h := integral_eq_zero_of_hasDerivAt_of_integrable hd
      (h0.sub (h2.const_mul (2 * a))) (integrable_mul_exp_neg_mul_sq ha)
    rw [integral_sub h0 (h2.const_mul (2 * a)), integral_const_mul] at h
    rw [eq_div_iff (by positivity)]
    linarith
  have ha : 0 < 1 / (2 * s ^ 2) := by positivity
  have hn := integral_gaussian_sq hs
  simp only [gaussian_sq] at hn
  rw [integral_const_mul] at hn
  have e : ∀ x, x ^ 2 * gaussian s x ^ 2 = (√(2 * π * s ^ 2))⁻¹ *
      (x ^ 2 * Real.exp (-(1 / (2 * s ^ 2)) * x ^ 2)) := by
    intro x
    rw [gaussian_sq]
    ring
  simp only [e]
  rw [integral_const_mul, key _ ha, ← mul_div_assoc, hn]
  field_simp
```

## (d) The slope

Show that
$$g'(x)=-\frac{x}{2s^2}\,g(x).$$

**Solution.** The exponent $-x^2/(4s^2)$ has derivative $-2x/(4s^2)=-x/(2s^2)$, and the chain rule multiplies $g$ by it. `HasDerivAt` states that the derivative exists and has this value; `hr` differentiates the exponent.

```lean
/-- For `s ≠ 0` the slope of the Gaussian wavefunction is `-x / (2 s ^ 2)` times its value. -/
theorem hasDerivAt_gaussian (s x : ℝ) :
    HasDerivAt (gaussian s) (-(x / (2 * s ^ 2)) * gaussian s x) x := by
  have hq : HasDerivAt (fun y : ℝ => y ^ 2) (2 * x) x := by
    simpa using hasDerivAt_pow 2 x
  have hr : HasDerivAt (fun y : ℝ => -(y ^ 2 / (4 * s ^ 2))) (-(2 * x / (4 * s ^ 2))) x :=
    (hq.div_const _).fun_neg
  exact (hr.exp.const_mul ((2 * π * s ^ 2) ^ (-(1 / 4) : ℝ))).congr_deriv
    (by rw [gaussian]; ring)
```

## (e) The squared slope

Show that, for $s>0$,
$$\int g'^2\,dx=\frac{1}{4s^2}.$$

**Solution.** By (d), $g'^2=x^2g^2/(4s^4)$. By (c), its integral is $s^2/(4s^4)=1/(4s^2)$. The pointwise identity is `e` in the proof.

```lean
/-- For `s > 0` the integral of the squared slope of the Gaussian wavefunction is
`1 / (4 s ^ 2)`. -/
theorem integral_deriv_gaussian_sq {s : ℝ} (hs : 0 < s) :
    ∫ x, deriv (gaussian s) x ^ 2 = 1 / (4 * s ^ 2) := by
  have e : ∀ x, deriv (gaussian s) x ^ 2
      = 1 / (4 * s ^ 4) * (x ^ 2 * gaussian s x ^ 2) := by
    intro x
    rw [(hasDerivAt_gaussian s x).deriv]
    ring
  simp only [e]
  rw [integral_const_mul, integral_sq_mul_gaussian_sq hs]
  field_simp
```

## (f) What the chirp changes

Show that
$$|\varphi|=g,\qquad \varphi'=-\frac{x}{2s^2}(1+ib)\,\varphi.$$

**Solution.** The phase factor has modulus one and $g\ge0$, which gives the first equation. For the second, the product rule adds two logarithmic derivatives: $-x/(2s^2)$ from $g$ and $-ibx/(2s^2)$ from the phase.

The Lean proof treats the two claims separately. In the second, `hr` differentiates the real phase, and `ring` collects the factor $1+ib$.

```lean
/-- For `s ≠ 0` the chirp leaves the modulus of the Gaussian wavefunction unchanged and multiplies
its logarithmic derivative by `1 + i b`. -/
theorem packet_norm_and_deriv (s b x : ℝ) :
    ‖packet s b x‖ = gaussian s x ∧
    deriv (packet s b) x =
      ((-(x / (2 * s ^ 2)) : ℝ) : ℂ) * (1 + b * Complex.I) * packet s b x := by
  constructor
  · have hg : 0 ≤ gaussian s x := by
      unfold gaussian
      positivity
    rw [packet, norm_mul, Complex.norm_exp_ofReal_mul_I, mul_one, Complex.norm_real,
      Real.norm_of_nonneg hg]
  · have hq : HasDerivAt (fun y : ℝ => y ^ 2) (2 * x) x := by
      simpa using hasDerivAt_pow 2 x
    have hr : HasDerivAt (fun y : ℝ => -(b * y ^ 2 / (4 * s ^ 2)))
        (-(b * (2 * x) / (4 * s ^ 2))) x := ((hq.const_mul b).div_const _).fun_neg
    have h : HasDerivAt (packet s b)
        (((-(x / (2 * s ^ 2)) : ℝ) : ℂ) * (1 + b * Complex.I) * packet s b x) x :=
      ((hasDerivAt_gaussian s x).ofReal_comp.fun_mul
        (hr.ofReal_comp.mul_const Complex.I).cexp).congr_deriv
        (by rw [packet]; push_cast; ring)
    exact h.deriv
```

## (g) The means

Show that the chirped packet has
$$\langle x\rangle=0,\qquad\langle p\rangle=0.$$

**Solution.** The packet is even, so $x|\varphi|^2$ is odd. By (f), $\varphi'$ is an odd factor times an even function, so $\varphi^*(-i\varphi')$ is odd as well. Replacing $x$ by $-x$ leaves each integral unchanged but reverses its sign, so each is zero.

The reflection is `integral_neg_eq_self`. The final `linarith` and `linear_combination` solve $I=-I$ for the real and the complex integral $I$.

```lean
/-- For `s ≠ 0` the chirped Gaussian has zero mean position and zero mean momentum. -/
theorem packet_means (s b : ℝ) : meanX (packet s b) = 0 ∧ meanP (packet s b) = 0 := by
  have even : ∀ x, packet s b (-x) = packet s b x := by
    intro x
    simp only [packet, gaussian, neg_sq]
  constructor
  · have h := integral_neg_eq_self (fun x : ℝ => x * ‖packet s b x‖ ^ 2) volume
    simp only [even, neg_mul, integral_neg] at h
    unfold meanX
    linarith
  · -- The momentum integrand is odd.
    have odd : ∀ x, conj (packet s b (-x)) * (-Complex.I * deriv (packet s b) (-x))
        = -(conj (packet s b x) * (-Complex.I * deriv (packet s b) x)) := by
      intro x
      rw [(packet_norm_and_deriv s b (-x)).2, (packet_norm_and_deriv s b x).2, even]
      push_cast
      ring
    have h := integral_neg_eq_self
      (fun x : ℝ => conj (packet s b x) * (-Complex.I * deriv (packet s b) x)) volume
    simp only [odd, integral_neg] at h
    unfold meanP
    linear_combination (-1 / 2) * h
```

## (h) The spreads

Show that, for $s>0$, the chirped packet has
$$\Delta x=s,\qquad\Delta p=\frac{\sqrt{1+b^2}}{2s}.$$

**Solution.** With zero means, $(\Delta x)^2=\int x^2|\varphi|^2dx=\int x^2g^2dx=s^2$. For the momentum, (f) and (d) give
$$|-i\varphi'|^2=(1+b^2)\frac{x^2}{4s^4}g^2=(1+b^2)\,g'^2,$$
so (e) yields $(\Delta p)^2=(1+b^2)/(4s^2)$. Both roots are taken with $s>0$.

In Lean, `hb` computes $|1+ib|^2$ and `e` is the displayed identity without its middle term and without the factor $-i$, which has modulus one.

```lean
/-- For `s > 0` the chirped Gaussian has position spread `s` and momentum spread
`√(1 + b ^ 2) / (2 s)`. -/
theorem packet_spreads {s : ℝ} (hs : 0 < s) (b : ℝ) :
    spreadX (packet s b) = s ∧ spreadP (packet s b) = √(1 + b ^ 2) / (2 * s) := by
  constructor
  · rw [spreadX, (packet_means s b).1]
    simp only [sub_zero, (packet_norm_and_deriv s b _).1]
    rw [integral_sq_mul_gaussian_sq hs, Real.sqrt_sq hs.le]
  · have hb : ‖(1 + b * Complex.I : ℂ)‖ ^ 2 = 1 + b ^ 2 := by
      rw [Complex.sq_norm, Complex.normSq_apply]
      simp [sq]
    have e : ∀ x, ‖deriv (packet s b) x‖ ^ 2
        = (1 + b ^ 2) * deriv (gaussian s) x ^ 2 := by
      intro x
      rw [(packet_norm_and_deriv s b x).2, norm_mul, norm_mul, mul_pow, mul_pow, hb,
        (packet_norm_and_deriv s b x).1, Complex.norm_real, Real.norm_eq_abs, sq_abs,
        (hasDerivAt_gaussian s x).deriv]
      ring
    rw [spreadP, (packet_means s b).2]
    simp only [zero_mul, sub_zero, norm_mul, norm_neg, Complex.norm_I, one_mul, e]
    rw [integral_const_mul, integral_deriv_gaussian_sq hs,
      Real.sqrt_mul (show 0 ≤ 1 + b ^ 2 by positivity),
      show 1 / (4 * s ^ 2) = (1 / (2 * s)) ^ 2 by ring,
      Real.sqrt_sq (show 0 ≤ 1 / (2 * s) by positivity)]
    ring
```

## (i) The chirp that gives one half

Show that, for $s>0$,
$$\Delta x\,\Delta p=\tfrac12\iff b=0.$$

**Solution.** By (h) the width cancels and the product is $\sqrt{1+b^2}/2$. It equals $1/2$ exactly when $\sqrt{1+b^2}=1$, that is, when $b^2=0$. The cancellation is `hp`; the forward direction squares the root, and the reverse substitutes $b=0$.

```lean
/-- For `s > 0` the uncertainty product of the chirped Gaussian is `1 / 2` exactly when
the chirp vanishes. -/
theorem packet_product_eq_half_iff {s : ℝ} (hs : 0 < s) (b : ℝ) :
    spreadX (packet s b) * spreadP (packet s b) = 1 / 2 ↔ b = 0 := by
  have hp : s * (√(1 + b ^ 2) / (2 * s)) = √(1 + b ^ 2) / 2 := by
    field_simp
  rw [(packet_spreads hs b).1, (packet_spreads hs b).2, hp]
  constructor
  · intro h
    have h1 : √(1 + b ^ 2) = 1 := by linarith
    have h2 := Real.sq_sqrt (show 0 ≤ 1 + b ^ 2 by positivity)
    rw [h1] at h2
    have h3 : b ^ 2 = 0 := by linarith
    exact (pow_eq_zero_iff two_ne_zero).mp h3
  · intro h
    simp [h]
```

## (j) The real Gaussian

Show that, for $s>0$, the unchirped wavefunction $g$ has
$$\Delta x\,\Delta p=\tfrac12.$$

**Solution.** At $b=0$ the phase factor is $1$, so $\varphi=g$ and (i) applies. In Lean, `h` identifies the real Gaussian, viewed as a complex function, with `packet s 0`.

This is the value at which Heisenberg's inequality becomes an equality. That no other state goes lower is a statement about every wavefunction, and it needs a different argument, usually the Cauchy–Schwarz inequality.

```lean
/-- For `s > 0` the position and momentum spreads of the real Gaussian wavefunction
have product exactly `1 / 2`, in units with `ħ = 1`. -/
theorem gaussian_uncertainty_product {s : ℝ} (hs : 0 < s) :
    spreadX (fun x => (gaussian s x : ℂ)) * spreadP (fun x => (gaussian s x : ℂ))
      = 1 / 2 := by
  have h : (fun x => (gaussian s x : ℂ)) = packet s 0 := by
    funext x
    simp [packet]
  rw [h]
  exact (packet_product_eq_half_iff hs 0).2 rfl

end

end GaussianUncertainty
```

```lean
#print axioms GaussianUncertainty.gaussian_uncertainty_product
```

```
'GaussianUncertainty.gaussian_uncertainty_product' depends on axioms: [propext, Classical.choice, Quot.sound]
```

## Kinetic energy and the fourth moment

In electronic-structure programs a primitive Gaussian basis function of zero angular momentum is written with an exponent $\alpha$. Up to normalisation it is $e^{-\alpha x^2}$ along each axis, so $\alpha=1/(4s^2)$. In atomic units the integral in (e) then gives a kinetic energy of $\tfrac12\int g'^2dx=\alpha/2$ per axis. A normalised Gaussian of this kind in three dimensions has three such axes and hence kinetic energy $3\alpha/2$.

The argument of (c), started from $x^3e^{-ax^2}$, gives $3\int x^2g^2dx=\frac{1}{s^2}\int x^4g^2dx$, and so $\int x^4g^2dx=3s^4$. This is the average needed for the first-order energy shift of an oscillator ground state under a weak quartic term. These two applications are pencil work, with no Lean proof attached.
